# The radial Schrödinger equation in a logarithmic variable, with its Wronskian unchanged

Let $V$ be a real function of the radius and $E$ a real number. A function $y$ satisfies

$$y''(x)=\left[e^{2x}\bigl(V(e^x)-E\bigr)+\tfrac14\right]y(x)\qquad\text{for all real }x$$

exactly when $u(r)=\sqrt r\,y(\log r)$ satisfies $u''(r)=(V(r)-E)\,u(r)$ for all $r>0$. For two differentiable functions $y$ and $z$, transformed in this way, the Wronskian in $r$ at $r=e^x$ equals the Wronskian of $y$ and $z$ in $x$.

In electronic structure, this is a change of variable used in some radial solvers on logarithmic meshes, stated here for one non-relativistic electron in a local spherical potential and before any discretisation. The function $u$ is $r$ times the radial part of the wavefunction, the units are such that $\hbar^2/2m=1$, and for angular momentum $l>0$ the function $V$ above includes the centrifugal term $l(l+1)/r^2$.

## The two functions and their equations

```lean
import Mathlib

noncomputable section

namespace LogarithmicRadialMesh
```

The first line loads Mathlib, Lean's mathematical library. The namespace puts a common prefix on the names that follow.

```lean
/-- The radial function `u(r) = √r y(log r)` built from a function `y` on the logarithmic mesh. -/
def fromLog (y : ℝ → ℝ) (r : ℝ) : ℝ := √r * y (Real.log r)
```

`fromLog` takes a function $y$ of the logarithmic variable $x=\log r$ and returns the radial function $u(r)=\sqrt r\,y(\log r)$. The type `ℝ → ℝ` means a real function of a real variable. Lean also assigns a value at $r\le0$, but the theorems use only positive radii.

```lean
/-- The mesh function `y(x) = exp(-x/2) u(exp x)` built from a radial function `u`. -/
def toLog (u : ℝ → ℝ) (x : ℝ) : ℝ := Real.exp (-x / 2) * u (Real.exp x)
```

`toLog` goes the other way: $y(x)=e^{-x/2}u(e^x)$.

```lean
/-- The radial equation `u'' = (V - E) u` at every radius `r > 0`. -/
def SolvesRadial (V : ℝ → ℝ) (E : ℝ) (u : ℝ → ℝ) : Prop :=
  ∀ r, 0 < r → DifferentiableAt ℝ u r ∧ HasDerivAt (deriv u) ((V r - E) * u r) r
```

`SolvesRadial V E u` is the statement that $u$ solves the radial equation. Here $u$ is $r$ times the radial part of the wavefunction, and the units are such that $\hbar^2/2m=1$, so the radial kinetic term is $-d^2/dr^2$. For angular momentum $l>0$, $V$ in this definition has to include the centrifugal term $l(l+1)/r^2$, which is separated out in a later section. In Hartree atomic units, $V$ and $E$ stand for twice the potential and twice the energy.

`HasDerivAt f d r` says that $f$ is differentiable at $r$ with derivative $d$. The definition therefore asks that $u$ be differentiable and that its derivative, `deriv u`, have derivative $(V-E)u$. No continuity of $V$ is assumed. There are no boundary conditions and no normalisation, so $E$ need not be an eigenvalue.

```lean
/-- The mesh equation `y'' = (exp(2x) (V(exp x) - E) + 1/4) y` at every real `x`. -/
def SolvesLog (V : ℝ → ℝ) (E : ℝ) (y : ℝ → ℝ) : Prop :=
  ∀ x, DifferentiableAt ℝ y x ∧
    HasDerivAt (deriv y) ((Real.exp (2 * x) * (V (Real.exp x) - E) + 1 / 4) * y x) x
```

`SolvesLog V E y` says the same for the mesh equation, now at every real $x$.

```lean
/-- The Wronskian `f g' - f' g` of two functions of one variable. -/
def wronskian (f g : ℝ → ℝ) (x : ℝ) : ℝ := f x * deriv g x - deriv f x * g x
```

The Wronskian is $W[f,g]=fg'-f'g$, with this sign. The prime means the derivative in whichever variable the functions take.

## Derivatives of the transformed function

```lean
private lemma sqrt_mul_inv {r : ℝ} (hr : 0 < r) : √r * r⁻¹ = 1 / √r := by
  rw [eq_div_iff (Real.sqrt_pos.mpr hr).ne']
  calc √r * r⁻¹ * √r = (√r * √r) * r⁻¹ := by ring
    _ = 1 := by rw [Real.mul_self_sqrt hr.le, mul_inv_cancel₀ hr.ne']
```

This lemma records $\sqrt r/r=1/\sqrt r$ for $r>0$. The proof first multiplies both sides by $\sqrt r$; the `calc` block then uses $\sqrt r\sqrt r=r$.

```lean
/-- The radial slope in terms of mesh quantities: `u' = (y' + y/2) / √r`. -/
theorem hasDerivAt_fromLog {y : ℝ → ℝ} {d r : ℝ} (hr : 0 < r)
    (hy : HasDerivAt y d (Real.log r)) :
    HasDerivAt (fromLog y) ((d + y (Real.log r) / 2) / √r) r := by
  have h1 := Real.hasDerivAt_sqrt hr.ne'
  have h2 : HasDerivAt (fun t => y (Real.log t)) (d * r⁻¹) r :=
    hy.comp r (Real.hasDerivAt_log hr.ne')
  have h : HasDerivAt (fromLog y)
      (1 / (2 * √r) * y (Real.log r) + √r * (d * r⁻¹)) r := h1.mul h2
  refine h.congr_deriv ?_
  linear_combination d * sqrt_mul_inv hr
```

If $y$ has derivative $d$ at $\log r$, the product and chain rules give

$$u'(r)=\frac{y}{2\sqrt r}+\sqrt r\,\frac{d}{r}=\frac{d+y/2}{\sqrt r},$$

with $y$ evaluated at $\log r$. In the proof, `h1` is the derivative of the square root, `h2` is the chain rule for $y(\log r)$, and `h1.mul h2` is the product rule. The command `congr_deriv` then replaces the derivative found by an equal expression. `linear_combination` proves that equality by adding a multiple of a known identity, here the preceding lemma, and leaving the remaining algebra to Lean.

```lean
/-- The radial second derivative in terms of mesh quantities: `u'' = √r (y'' - y/4) / r²`. -/
theorem hasDerivAt_deriv_fromLog {y : ℝ → ℝ} {c r : ℝ} (hr : 0 < r)
    (hy : ∀ x, DifferentiableAt ℝ y x) (hc : HasDerivAt (deriv y) c (Real.log r)) :
    HasDerivAt (deriv (fromLog y)) (√r * (c - y (Real.log r) / 4) / r ^ 2) r := by
  have hg : HasDerivAt (fun x => deriv y x + y x / 2)
      (c + deriv y (Real.log r) / 2) (Real.log r) :=
    hc.add ((hy _).hasDerivAt.div_const 2)
  -- near r the slope is itself a transformed mesh function, divided by the radius
  have h2 := (hasDerivAt_fromLog hr hg).fun_mul (hasDerivAt_inv hr.ne')
  have heq : deriv (fromLog y) =ᶠ[nhds r]
      fun t => fromLog (fun x => deriv y x + y x / 2) t * t⁻¹ := by
    filter_upwards [Ioi_mem_nhds hr] with t ht
    have ht' : 0 < t := ht
    rw [(hasDerivAt_fromLog ht' (hy _).hasDerivAt).deriv]
    simp only [fromLog]
    linear_combination
      (-(deriv y (Real.log t) + y (Real.log t) / 2)) * sqrt_mul_inv ht'
  refine (h2.congr_of_eventuallyEq heq).congr_deriv ?_
  simp only [fromLog]
  -- the first-derivative terms cancel
  linear_combination
    (-(c + deriv y (Real.log r) + y (Real.log r) / 4) * r⁻¹) * sqrt_mul_inv hr
```

For the second derivative, set $g=y'+y/2$. The slope is then

$$u'(r)=\frac{g(\log r)}{\sqrt r}=\frac{\sqrt r\,g(\log r)}{r},$$

which is a transformed function of the same kind, divided by $r$. The previous theorem applies to its numerator:

$$u''=\frac{g'+g/2}{\sqrt r}\,\frac1r-\frac{\sqrt r\,g}{r^2}
=\frac{\sqrt r}{r^2}\left(g'-\frac g2\right).$$

Since $g'=y''+y'/2$ and $g/2=y'/2+y/4$, the first derivatives cancel:

$$u''=\frac{\sqrt r}{r^2}\left(y''-\frac y4\right).$$

Lean writes $c$ for the value of $y''$ at $\log r$. The fact `heq` states the formula for the slope throughout a neighbourhood of $r$, which is what `=ᶠ[nhds r]` means. Equality at the single point $r$ would not be enough to differentiate it.

## Equivalence of the two equations

```lean
/-- Going from the mesh to the radius and back returns the original mesh function. -/
theorem toLog_fromLog (y : ℝ → ℝ) : toLog (fromLog y) = y := by
  funext x
  have h : Real.exp (-x / 2) * Real.exp (x / 2) = 1 := by
    rw [← Real.exp_add, show -x / 2 + x / 2 = 0 by ring, Real.exp_zero]
  simp only [toLog, fromLog, Real.log_exp]
  rw [← Real.exp_half]
  linear_combination y x * h
```

Transforming $y$ to the radius and back gives $e^{-x/2}\sqrt{e^x}\,y(x)=y(x)$. `funext x` reduces equality of functions to equality at each $x$.

```lean
/-- Every solution `u` of the radial equation gives a solution `exp(-x/2) u(exp x)` of the
mesh equation. -/
theorem toLog_solves {V : ℝ → ℝ} {E : ℝ} {u : ℝ → ℝ} (h : SolvesRadial V E u) :
    SolvesLog V E (toLog u) := by
  have h1 : ∀ x, HasDerivAt (toLog u)
      (Real.exp (x / 2) * deriv u (Real.exp x) - toLog u x / 2) x := by
    intro x
    have hl : HasDerivAt (fun t : ℝ => -t / 2) (-1 / 2) x :=
      (hasDerivAt_id x).neg.div_const 2
    have hu : HasDerivAt (fun t => u (Real.exp t)) (deriv u (Real.exp x) * Real.exp x) x :=
      (h _ (Real.exp_pos x)).1.hasDerivAt.comp x (Real.hasDerivAt_exp x)
    have hp : HasDerivAt (toLog u) (Real.exp (-x / 2) * (-1 / 2) * u (Real.exp x) +
        Real.exp (-x / 2) * (deriv u (Real.exp x) * Real.exp x)) x := hl.exp.mul hu
    have he : Real.exp (-x / 2) * Real.exp x = Real.exp (x / 2) := by
      rw [← Real.exp_add]; congr 1; ring
    refine hp.congr_deriv ?_
    simp only [toLog]
    linear_combination deriv u (Real.exp x) * he
  have h2 : deriv (toLog u) =
      fun x => Real.exp (x / 2) * deriv u (Real.exp x) - toLog u x / 2 :=
    funext fun x => (h1 x).deriv
  intro x
  refine ⟨(h1 x).differentiableAt, ?_⟩
  rw [h2]
  have hl : HasDerivAt (fun t : ℝ => t / 2) (1 / 2) x := (hasDerivAt_id x).div_const 2
  have hu : HasDerivAt (fun t => deriv u (Real.exp t))
      ((V (Real.exp x) - E) * u (Real.exp x) * Real.exp x) x :=
    (h _ (Real.exp_pos x)).2.comp x (Real.hasDerivAt_exp x)
  have he : Real.exp (x / 2) * Real.exp x = Real.exp (2 * x) * Real.exp (-x / 2) := by
    rw [← Real.exp_add, ← Real.exp_add]; congr 1; ring
  refine ((hl.exp.fun_mul hu).fun_sub ((h1 x).div_const 2)).congr_deriv ?_
  simp only [toLog]
  linear_combination ((V (Real.exp x) - E) * u (Real.exp x)) * he
```

Now start from a radial solution $u$ and put $y(x)=e^{-x/2}u(e^x)$. Differentiating once gives

$$y'=e^{x/2}u'(e^x)-\frac y2,$$

which is `h1`. Differentiating again gives

$$y''=\tfrac12e^{x/2}u'(e^x)+e^{3x/2}u''(e^x)-\tfrac12y'.$$

Inserting $y'$ removes the terms in $u'$ and leaves $y/4$. The radial equation turns the remaining term into

$$e^{3x/2}(V-E)u(e^x)=e^{2x}(V-E)y,$$

with $V$ taken at $e^x$. The sum is the mesh equation. The exponent identity used in this last step is the second `he` in the proof.

```lean
/-- A function `y` solves the mesh equation exactly when `u(r) = √r y(log r)` solves the
radial equation `u'' = (V - E) u` for `r > 0`. -/
theorem solvesLog_iff_solvesRadial (V : ℝ → ℝ) (E : ℝ) (y : ℝ → ℝ) :
    SolvesLog V E y ↔ SolvesRadial V E (fromLog y) := by
  constructor
  · intro h r hr
    refine ⟨(hasDerivAt_fromLog hr (h _).1.hasDerivAt).differentiableAt,
      (hasDerivAt_deriv_fromLog hr (fun x => (h x).1) (h (Real.log r)).2).congr_deriv ?_⟩
    have he : Real.exp (2 * Real.log r) = r ^ 2 := by
      rw [two_mul, Real.exp_add, Real.exp_log hr, sq]
    -- the constant 1/4 of the mesh equation cancels
    rw [he, Real.exp_log hr, div_eq_iff (pow_ne_zero 2 hr.ne')]
    simp only [fromLog]
    ring
  · intro h
    have h' := toLog_solves h
    rwa [toLog_fromLog] at h'
```

The symbol `↔` means "if and only if", and `constructor` splits the proof into its two directions.

From mesh to radius, insert the mesh equation at $x=\log r$, where $e^{2x}=r^2$, into the formula for $u''$:

$$u''=\frac{\sqrt r}{r^2}\left[r^2(V-E)+\tfrac14-\tfrac14\right]y=(V-E)u.$$

From radius to mesh, `toLog_solves` says that `toLog (fromLog y)` solves the mesh equation, and `toLog_fromLog` identifies that function with $y$.

The hydrogen ground state gives a check with numbers. With lengths in bohr and energies in rydberg, which makes $\hbar^2/2m=1$, it has $V=-2/r$, $E=-1$ and, up to normalisation, $u=re^{-r}$. The mesh function is $y=e^{x/2}\exp(-e^x)$, with

$$y'=\left(\tfrac12-e^x\right)y,\qquad y''=\left[\left(\tfrac12-e^x\right)^2-e^x\right]y.$$

At $r=4$, that is $x=\log4$:

- The mesh function has $y=2e^{-4}$, $y'=-7e^{-4}$ and $y''=(12.25-4)\,y=8.25\,y=16.5\,e^{-4}$.
- The coefficient in the mesh equation is $16(-0.5+1)+0.25=8.25$, as required.
- The slope formula gives $u'=(-7+1)e^{-4}/2=-3e^{-4}$, which agrees with $(1-r)e^{-r}$.
- The second-derivative formula gives $u''=2(16.5-0.5)e^{-4}/16=2e^{-4}$, which agrees with $(V-E)u=0.5\cdot4e^{-4}$.

## The Wronskian

```lean
/-- The Wronskian in `r` of two transformed functions, taken at `r = exp x`, equals the
Wronskian in `x` of the mesh functions. -/
theorem wronskian_fromLog {y z : ℝ → ℝ} {x : ℝ} (hy : DifferentiableAt ℝ y x)
    (hz : DifferentiableAt ℝ z x) :
    wronskian (fromLog y) (fromLog z) (Real.exp x) = wronskian y z x := by
  have hy' : HasDerivAt y (deriv y x) (Real.log (Real.exp x)) := by
    rw [Real.log_exp]; exact hy.hasDerivAt
  have hz' : HasDerivAt z (deriv z x) (Real.log (Real.exp x)) := by
    rw [Real.log_exp]; exact hz.hasDerivAt
  have hs : √(Real.exp x) * (√(Real.exp x))⁻¹ = 1 :=
    mul_inv_cancel₀ (Real.sqrt_pos.mpr (Real.exp_pos x)).ne'
  unfold wronskian
  rw [(hasDerivAt_fromLog (Real.exp_pos x) hy').deriv,
    (hasDerivAt_fromLog (Real.exp_pos x) hz').deriv]
  simp only [fromLog, Real.log_exp]
  linear_combination (y x * deriv z x - deriv y x * z x) * hs
```

Let $u$ and $v$ be the radial functions built from $y$ and $z$. At $r=e^x$,

$$uv'-u'v=\sqrt r\,y\,\frac{z'+z/2}{\sqrt r}-\frac{y'+y/2}{\sqrt r}\,\sqrt r\,z=yz'-y'z.$$

The terms $yz/2$ cancel, and so do the square roots. The theorem needs only differentiability of $y$ and $z$ at the point $x$. It therefore holds in particular for two solutions, whether or not they share an energy.

The proof first rewrites $\log(e^x)$ as $x$, because the slope formula expects derivatives at $\log r$. It then inserts that formula twice, and `hs` supplies the cancellation of the square roots.

For instance, $u=1$ and $v=r$ solve the radial equation with $V=E=0$, and their Wronskian is $1$. The mesh functions are $e^{-x/2}$ and $e^{x/2}$, whose Wronskian is $\tfrac12+\tfrac12=1$.

## Angular momentum and overlap integrals

```lean
/-- With the centrifugal term `l(l+1)/r²` added to the potential, the mesh equation reads
`y'' = (exp(2x) (V(exp x) - E) + (l + 1/2)²) y`. -/
theorem solvesRadial_centrifugal_iff (V : ℝ → ℝ) (E : ℝ) (l : ℕ) (y : ℝ → ℝ) :
    SolvesRadial (fun r => V r + l * (l + 1) / r ^ 2) E (fromLog y) ↔
      ∀ x, DifferentiableAt ℝ y x ∧ HasDerivAt (deriv y)
        ((Real.exp (2 * x) * (V (Real.exp x) - E) + ((l : ℝ) + 1 / 2) ^ 2) * y x) x := by
  have key : ∀ x : ℝ,
      Real.exp (2 * x) * (V (Real.exp x) + l * (l + 1) / Real.exp x ^ 2 - E) + 1 / 4 =
      Real.exp (2 * x) * (V (Real.exp x) - E) + ((l : ℝ) + 1 / 2) ^ 2 := by
    intro x
    have h : Real.exp (2 * x) = Real.exp x ^ 2 := by rw [two_mul, Real.exp_add, sq]
    have hc : Real.exp x ^ 2 * (Real.exp x ^ 2)⁻¹ = 1 :=
      mul_inv_cancel₀ (pow_ne_zero 2 (Real.exp_ne_zero x))
    rw [h]
    linear_combination ((l : ℝ) * (l + 1)) * hc
  rw [← solvesLog_iff_solvesRadial]
  simp only [SolvesLog, key]
```

For angular momentum $l=0,1,2,\dots$, represented by the type `ℕ`, the radial equation contains the centrifugal term $l(l+1)/r^2$. The mesh equation multiplies the potential by $e^{2x}=r^2$, so this term becomes a constant:

$$l(l+1)+\tfrac14=\left(l+\tfrac12\right)^2.$$

The fact `key` is this identity inside the full coefficient. The rest of the proof applies the equivalence already established to the potential with the centrifugal term included.

```lean
/-- The overlap of two radial functions between the radii `exp a` and `exp b` is the mesh
integral of `y z` with weight `exp(2x)`. -/
theorem integral_fromLog_mul {y z : ℝ → ℝ} (hy : Continuous y) (hz : Continuous z) (a b : ℝ) :
    ∫ r in (Real.exp a)..(Real.exp b), fromLog y r * fromLog z r =
      ∫ x in a..b, Real.exp (2 * x) * (y x * z x) := by
  have hg : ContinuousOn (fun r => fromLog y r * fromLog z r)
      (Real.exp '' Set.uIcc a b) := by
    rintro _ ⟨x, _, rfl⟩
    have hl : ContinuousAt Real.log (Real.exp x) := Real.continuousAt_log (Real.exp_ne_zero x)
    have hf : ∀ w : ℝ → ℝ, Continuous w → ContinuousAt (fromLog w) (Real.exp x) :=
      fun w hw => Real.continuous_sqrt.continuousAt.mul (hw.continuousAt.comp hl)
    exact ((hf y hy).mul (hf z hz)).continuousWithinAt
  -- substitute r = exp x
  have h := intervalIntegral.integral_comp_mul_deriv' (a := a) (b := b)
    (fun x _ => Real.hasDerivAt_exp x) Real.continuous_exp.continuousOn hg
  rw [← h]
  refine intervalIntegral.integral_congr fun x _ => ?_
  have hs := Real.mul_self_sqrt (Real.exp_pos x).le
  simp only [Function.comp_apply, fromLog, Real.log_exp]
  rw [two_mul, Real.exp_add]
  linear_combination (y x * z x * Real.exp x) * hs

end LogarithmicRadialMesh
```

With $r=e^x$ and $dr=e^x\,dx$, the overlap becomes

$$\int_{e^a}^{e^b}u\,v\,dr=\int_a^b\bigl(\sqrt{e^x}\,y\bigr)\bigl(\sqrt{e^x}\,z\bigr)e^x\,dx=\int_a^be^{2x}\,y\,z\,dx.$$

One factor $e^x$ comes from the two square roots and the other from $dr$. The functions need only be continuous; they need not solve any equation. The proof establishes continuity of the radial integrand as `hg`, applies Mathlib's substitution theorem, and compares the integrands point by point.

Both limits are finite, so the integral covers a shell between two positive radii. The region down to $r=0$ would need a separate limit.

```lean
#print axioms LogarithmicRadialMesh.solvesLog_iff_solvesRadial
-- 'LogarithmicRadialMesh.solvesLog_iff_solvesRadial' depends on axioms: [propext, Classical.choice, Quot.sound]
#print axioms LogarithmicRadialMesh.wronskian_fromLog
-- 'LogarithmicRadialMesh.wronskian_fromLog' depends on axioms: [propext, Classical.choice, Quot.sound]
#print axioms LogarithmicRadialMesh.solvesRadial_centrifugal_iff
-- 'LogarithmicRadialMesh.solvesRadial_centrifugal_iff' depends on axioms: [propext, Classical.choice, Quot.sound]
#print axioms LogarithmicRadialMesh.integral_fromLog_mul
-- 'LogarithmicRadialMesh.integral_fromLog_mul' depends on axioms: [propext, Classical.choice, Quot.sound]
```

## In a radial solver

A program that uses this transformation can place its points at $r_i=r_0e^{ih}$, with $r_0>0$ the innermost radius and $h>0$ the uniform step in $x$. It tabulates

$$f_i=r_i^2(V_i-E)+\left(l+\tfrac12\right)^2,$$

where $V_i=V(r_i)$ excludes the centrifugal term. The equation to integrate is then $y''=fy$. It has no first-derivative term, which is the form that the Numerov recursion takes:

$$\left(1-\frac{h^2f_{i+1}}{12}\right)y_{i+1}=\left(2+\frac{10h^2f_i}{12}\right)y_i-\left(1-\frac{h^2f_{i-1}}{12}\right)y_{i-1}.$$

Its discretisation error is a separate matter from the exact change of variable above.

Afterwards the program recovers $u_i=\sqrt{r_i}\,y_i$. The squared norm over the range of the mesh is approximated by a quadrature of $r_i^2y_i^2$ with step $h$. The slope $u'$ at a sphere boundary, needed for matching to an outer solution, is $(y'+y/2)/\sqrt r$; leaving out the $y/2$ would give a wrong logarithmic derivative $u'/u$. The Wronskian $uv'-u'v$ of two solutions $u$ and $v$ can be evaluated directly from the mesh functions, with no conversion factor.
